# Born scattering from a vibration conserves current on a cyclic energy grid

The current density produced by the Born self-energies of a vibration sums to zero over a finite cyclic energy grid, for any complex matrices as coupling and Green functions and any complex number as occupation. It follows that in a self-consistent Born steady state the energy-summed currents from all leads add up to zero.

```lean
import Mathlib

open Matrix

namespace BornVibrationCurrent

noncomputable section

/-- A matrix-valued function on a cyclic grid of `N` energies. -/
abbrev Spectrum (N : ℕ) (d : Type*) := ZMod N → Matrix d d ℂ

variable {N : ℕ} {d : Type*} [Fintype d]

/-- The lesser Born self-energy of a vibration with coupling `M`, quantum `w` and occupation `n`. -/
def bornLesser (M : Matrix d d ℂ) (n : ℂ) (w : ZMod N) (Gl : Spectrum N d) : Spectrum N d :=
  fun E => M * ((n + 1) • Gl (E + w) + n • Gl (E - w)) * M

/-- The greater Born self-energy of a vibration with coupling `M`, quantum `w` and occupation `n`. -/
def bornGreater (M : Matrix d d ℂ) (n : ℂ) (w : ZMod N) (Gg : Spectrum N d) : Spectrum N d :=
  fun E => M * ((n + 1) • Gg (E - w) + n • Gg (E + w)) * M

/-- The current density `tr(S< G> - S> G<)` at energy `E` due to the self-energies `S<`, `S>`. -/
def current (Sl Sg Gl Gg : Spectrum N d) (E : ZMod N) : ℂ :=
  trace (Sl E * Gg E - Sg E * Gl E)

/-- The trace for an electron going from `E + w` down to `E`. -/
def emission (M : Matrix d d ℂ) (w : ZMod N) (Gl Gg : Spectrum N d) (E : ZMod N) : ℂ :=
  trace (M * Gl (E + w) * M * Gg E)

/-- The trace for an electron going from `E` up to `E + w`. -/
def absorption (M : Matrix d d ℂ) (w : ZMod N) (Gl Gg : Spectrum N d) (E : ZMod N) : ℂ :=
  trace (M * Gl E * M * Gg (E + w))

/-- The vibrational current density at `E` is the gain minus the loss by emission and
absorption. -/
theorem born_current_eq (M : Matrix d d ℂ) (n : ℂ) (w : ZMod N) (Gl Gg : Spectrum N d)
    (E : ZMod N) :
    current (bornLesser M n w Gl) (bornGreater M n w Gg) Gl Gg E =
      ((n + 1) * emission M w Gl Gg E + n * absorption M w Gl Gg (E - w)) -
      ((n + 1) * emission M w Gl Gg (E - w) + n * absorption M w Gl Gg E) := by
  -- cyclicity of the trace exchanges the two Green functions
  have c : ∀ X Y : Matrix d d ℂ, trace (M * X * M * Y) = trace (M * Y * M * X) := by
    intro X Y
    simpa only [← mul_assoc] using Matrix.trace_mul_comm (M * X) (M * Y)
  simp only [current, bornLesser, bornGreater, emission, absorption, sub_add_cancel,
    Matrix.mul_add, Matrix.add_mul, Matrix.mul_smul, Matrix.smul_mul, Matrix.trace_sub,
    Matrix.trace_add, Matrix.trace_smul, smul_eq_mul]
  rw [c (Gg (E - w)) (Gl E), c (Gg (E + w)) (Gl E)]

/-- A sum over the cyclic grid is unchanged when all energies are shifted by `w`. -/
theorem sum_shift [NeZero N] (f R : ZMod N → ℂ) (w : ZMod N) :
    ∑ E, f E * R (E - w) = ∑ E, f (E + w) * R E := by
  have h := Equiv.sum_comp (Equiv.addRight w) (fun E => f E * R (E - w))
  simp only [Equiv.coe_addRight, add_sub_cancel_right] at h
  exact h.symm

/-- For any weight `f` on the energies, the weighted vibrational current is a sum over
transitions between `E + w` and `E`, each counted with the change `f E - f (E + w)`. -/
theorem born_weighted_balance [NeZero N] (M : Matrix d d ℂ) (n : ℂ) (w : ZMod N)
    (Gl Gg : Spectrum N d) (f : ZMod N → ℂ) :
    ∑ E, f E * current (bornLesser M n w Gl) (bornGreater M n w Gg) Gl Gg E =
      ∑ E, (f E - f (E + w)) *
        ((n + 1) * emission M w Gl Gg E - n * absorption M w Gl Gg E) := by
  have s := sum_shift f
    (fun E => (n + 1) * emission M w Gl Gg E - n * absorption M w Gl Gg E) w
  simp only [sub_mul (f _) (f _), Finset.sum_sub_distrib]
  rw [← s, ← Finset.sum_sub_distrib]
  refine Finset.sum_congr rfl fun E _ => ?_
  rw [born_current_eq]
  ring

/-- Born vibration scattering conserves current: its current density sums to zero over the
energy grid. -/
theorem born_current_conserved [NeZero N] (M : Matrix d d ℂ) (n : ℂ) (w : ZMod N)
    (Gl Gg : Spectrum N d) :
    ∑ E, current (bornLesser M n w Gl) (bornGreater M n w Gg) Gl Gg E = 0 := by
  simpa using born_weighted_balance M n w Gl Gg (fun _ => 1)

/-- One level on three energies, filled at energy 1 and empty at energy 0, has vibrational current
density 1 at energy 0 when `M = 1`, `w = 1` and `n = 0`. -/
theorem born_current_single_energy :
    let Gl : Spectrum 3 (Fin 1) := fun E => (if E = 1 then Complex.I else 0) • 1
    let Gg : Spectrum 3 (Fin 1) := fun E => (if E = 0 then -Complex.I else 0) • 1
    current (bornLesser 1 0 1 Gl) (bornGreater 1 0 1 Gg) Gl Gg 0 = 1 := by
  have h : (0 : ZMod 3) ≠ 1 := by decide
  simp [current, bornLesser, bornGreater, h]

variable [DecidableEq d]

/-- If `Gr`, `Ga` are the inverses of `Kr`, `Ka` and `Ka - Kr = S> - S<`, the Keldysh Green
functions `Gr S Ga` carry zero total current density. -/
theorem keldysh_balance {Kr Ka Gr Ga Sl Sg : Matrix d d ℂ} (hr : Kr * Gr = 1)
    (ha : Ka * Ga = 1) (hj : Ka - Kr = Sg - Sl) :
    trace (Sl * (Gr * Sg * Ga) - Sg * (Gr * Sl * Ga)) = 0 := by
  have hr' : Gr * Kr = 1 := mul_eq_one_comm.mp hr
  have ha' : Ga * Ka = 1 := mul_eq_one_comm.mp ha
  -- both orderings give the spectral difference Gr - Ga
  have h1 : Gr * (Sg - Sl) * Ga = Gr - Ga := by
    rw [← hj]
    calc Gr * (Ka - Kr) * Ga = Gr * (Ka * Ga) - (Gr * Kr) * Ga := by noncomm_ring
      _ = Gr - Ga := by rw [ha, hr', mul_one, one_mul]
  have h2 : Ga * (Sg - Sl) * Gr = Gr - Ga := by
    rw [← hj]
    calc Ga * (Ka - Kr) * Gr = (Ga * Ka) * Gr - Ga * (Kr * Gr) := by noncomm_ring
      _ = Gr - Ga := by rw [ha', hr, mul_one, one_mul]
  have h3 : trace ((Sg - Sl) * (Gr * Sl * Ga)) = trace (Sl * (Ga * (Sg - Sl) * Gr)) := by
    have := Matrix.trace_mul_comm ((Sg - Sl) * Gr) (Sl * Ga)
    simpa only [mul_assoc] using this
  calc trace (Sl * (Gr * Sg * Ga) - Sg * (Gr * Sl * Ga))
      = trace (Sl * (Gr * (Sg - Sl) * Ga)) - trace ((Sg - Sl) * (Gr * Sl * Ga)) := by
        rw [← Matrix.trace_sub]
        congr 1
        noncomm_ring
    _ = 0 := by rw [h3, h1, h2, sub_self]

/-- A self-consistent Born steady state: leads with self-energies `Ll`, `Lg`, inverse
propagators `Kr`, `Ka`, and Green functions obeying the Keldysh equations. -/
structure IsSteadyState {ι : Type*} [Fintype ι] (M : Matrix d d ℂ) (n : ℂ) (w : ZMod N)
    (Ll Lg : ι → Spectrum N d) (Kr Ka Gr Ga Gl Gg : Spectrum N d) : Prop where
  ret : ∀ E, Kr E * Gr E = 1
  adv : ∀ E, Ka E * Ga E = 1
  jump : ∀ E, Ka E - Kr E =
    ((∑ a, Lg a E) + bornGreater M n w Gg E) - ((∑ a, Ll a E) + bornLesser M n w Gl E)
  lesser : ∀ E, Gl E = Gr E * ((∑ a, Ll a E) + bornLesser M n w Gl E) * Ga E
  greater : ∀ E, Gg E = Gr E * ((∑ a, Lg a E) + bornGreater M n w Gg E) * Ga E

/-- In a self-consistent Born steady state the currents from all leads, summed over energy,
add up to zero. -/
theorem lead_currents_sum_zero [NeZero N] {ι : Type*} [Fintype ι] {M : Matrix d d ℂ} {n : ℂ}
    {w : ZMod N} {Ll Lg : ι → Spectrum N d} {Kr Ka Gr Ga Gl Gg : Spectrum N d}
    (h : IsSteadyState M n w Ll Lg Kr Ka Gr Ga Gl Gg) :
    ∑ a, ∑ E, current (Ll a) (Lg a) Gl Gg E = 0 := by
  -- at each energy, leads and vibration balance
  have key : ∀ E, (∑ a, current (Ll a) (Lg a) Gl Gg E) +
      current (bornLesser M n w Gl) (bornGreater M n w Gg) Gl Gg E = 0 := by
    intro E
    have k := keldysh_balance (h.ret E) (h.adv E) (h.jump E)
    rw [← h.greater E, ← h.lesser E] at k
    simp only [current, Matrix.add_mul, Finset.sum_mul, Matrix.trace_sub, Matrix.trace_add,
      Matrix.trace_sum, Finset.sum_sub_distrib] at k ⊢
    linear_combination k
  have s := Finset.sum_eq_zero (s := Finset.univ) (fun E _ => key E)
  rw [Finset.sum_add_distrib, born_current_conserved, add_zero] at s
  rw [Finset.sum_comm]
  exact s

/-- A single level with an energy-independent value `z`. -/
def flat (N : ℕ) (z : ℂ) : Spectrum N (Fin 1) := fun _ => z • 1

/-- One level between a filled and an empty lead, with `M = 1` and `n = 1`, is a steady state
whose first lead has current density 1/4 at every energy. -/
theorem steadyState_witness (w : ZMod N) :
    IsSteadyState 1 1 w (fun a : Fin 2 => flat N (![Complex.I / 2, 0] a))
      (fun a : Fin 2 => flat N (![0, -Complex.I / 2] a))
      (flat N (2 * Complex.I)) (flat N (-2 * Complex.I))
      (flat N (-Complex.I / 2)) (flat N (Complex.I / 2))
      (flat N (Complex.I / 2)) (flat N (-Complex.I / 2)) ∧
    ∀ E, current (flat N (Complex.I / 2)) (flat N 0)
      (flat N (Complex.I / 2)) (flat N (-Complex.I / 2)) E = 1 / 4 := by
  refine ⟨⟨fun E => ?_, fun E => ?_, fun E => ?_, fun E => ?_, fun E => ?_⟩, fun E => ?_⟩ <;>
    simp only [flat, current, bornLesser, bornGreater, Fin.sum_univ_two, Matrix.cons_val_zero,
      Matrix.cons_val_one, Matrix.mul_smul, Matrix.mul_add,
      one_mul, mul_one, Matrix.trace_sub, Matrix.trace_smul, Matrix.trace_one,
      Fintype.card_fin, smul_eq_mul, Nat.cast_one]
  · match_scalars
    linear_combination -Complex.I_sq
  · match_scalars
    linear_combination -Complex.I_sq
  · match_scalars
    ring
  · match_scalars
    linear_combination (Complex.I / 2) * Complex.I_sq
  · match_scalars
    linear_combination (-Complex.I / 2) * Complex.I_sq
  · linear_combination (-1 / 4 : ℂ) * Complex.I_sq

end

end BornVibrationCurrent
```

```lean
#print axioms BornVibrationCurrent.born_current_conserved
#print axioms BornVibrationCurrent.born_current_single_energy
#print axioms BornVibrationCurrent.lead_currents_sum_zero
```

```
'BornVibrationCurrent.born_current_conserved' depends on axioms: [propext, Classical.choice, Quot.sound]
'BornVibrationCurrent.born_current_single_energy' depends on axioms: [propext, Classical.choice, Quot.sound]
'BornVibrationCurrent.lead_currents_sum_zero' depends on axioms: [propext, Classical.choice, Quot.sound]
```

## Self-energies and current density on the grid

The energies are the elements $E$ of `ZMod N`, the integers modulo $N$, and the vibrational quantum $w$ is a shift on this grid. The assumption `NeZero N` makes the grid finite. A `Spectrum N d` assigns to each energy a complex matrix whose rows and columns are labelled by the finite set `d` of electronic basis states.

The lesser Green function $G^<$ (`Gl`) describes filled states and the greater one $G^>$ (`Gg`) empty states. With the coupling matrix $M$ and the occupation $n$ of the vibration, `bornLesser` and `bornGreater` are

$$S^<(E)=M\big[(n+1)G^<(E+w)+nG^<(E-w)\big]M,$$
$$S^>(E)=M\big[(n+1)G^>(E-w)+nG^>(E+w)\big]M.$$

The function `current` is the current density

$$J(E)=\operatorname{tr}\big(S^<(E)G^>(E)-S^>(E)G^<(E)\big).$$

In the usual convention $G^<$ is $i$ times a positive matrix and $G^>$ is $-i$ times one, so the first term is scattering into energy $E$ and the second is scattering out of it. Charge, Planck's constant and the grid spacing are left out as common factors.

The theorem `born_current_conserved` says that $\sum_E J(E)=0$. It doesn't require $M$ to be Hermitian, $n$ to be real or the Green functions to solve any equation. The sum is essential: `born_current_single_energy` gives one level on three energies with $J(0)=1$, because an electron falls from the filled energy 1 to the empty energy 0.

## Every gain is a loss at another energy

Define the traces `emission` and `absorption` as

$$P(E)=\operatorname{tr}\big(MG^<(E+w)MG^>(E)\big),\qquad Q(E)=\operatorname{tr}\big(MG^<(E)MG^>(E+w)\big).$$

The first belongs to an electron going from $E+w$ down to $E$, the second to one going from $E$ up to $E+w$. Inserting $S^<$ gives the gain directly:

$$\operatorname{tr}(S^<(E)G^>(E))=(n+1)P(E)+nQ(E-w).$$

For the loss, cyclicity of the trace gives $\operatorname{tr}(MXMY)=\operatorname{tr}(MYMX)$, which exchanges the two Green functions:

$$\operatorname{tr}(S^>(E)G^<(E))=(n+1)P(E-w)+nQ(E).$$

With the net downward rate $T(E)=(n+1)P(E)-nQ(E)$ between $E+w$ and $E$, the difference is

$$J(E)=T(E)-T(E-w).$$

Now multiply by any weight $f(E)$ and sum. A shift by $w$ permutes the cyclic grid, so $\sum_E f(E)T(E-w)=\sum_E f(E+w)T(E)$, and

$$\sum_E f(E)J(E)=\sum_E\big(f(E)-f(E+w)\big)T(E).$$

For $f=1$ every bracket vanishes, which proves conservation. If $f$ is the energy itself, a transition that doesn't cross the end of the grid contributes minus one vibrational quantum times its net downward rate. This is the change in the electrons' energy; the vibration receives the opposite amount.

In the Lean proof, `born_current_eq` is the gain-minus-loss formula. Its local fact `c` is the cyclicity identity, `simp only` expands the products and traces, and `rw` applies `c` to the two loss terms. The lemma `sum_shift` obtains the translation from the bijection `Equiv.addRight w`. In `born_weighted_balance` the shifted sum is substituted, the two sides are compared energy by energy, and `ring` finishes the algebra. The main theorem is the case of constant weight 1.

## From the vibration to the lead currents

The structure `IsSteadyState` collects the equations of a device with finitely many leads. Lead $a$ has self-energies $L_a^<$ and $L_a^>$, and the totals are

$$\Sigma^<=\sum_a L_a^<+S^<,\qquad \Sigma^>=\sum_a L_a^>+S^>.$$

The retarded and advanced Green functions $G^r,G^a$ are the inverses of $K^r,K^a$ (fields `ret` and `adv`); the superscript in $G^a$ stands for "advanced" and is not a lead label. The field `jump` demands $K^a-K^r=\Sigma^>-\Sigma^<$. It stands for the fact that the broadening of the levels comes from the same processes that fill and empty them. The fields `lesser` and `greater` are the Keldysh equations

$$G^<=G^r\Sigma^<G^a,\qquad G^>=G^r\Sigma^>G^a.$$

Self-consistency lies in the fact that $S^<$ and $S^>$ are built from these same $G^<$ and $G^>$.

At a fixed energy, write $D=\Sigma^>-\Sigma^<=K^a-K^r$. Multiplying by the inverses in either order gives the same matrix:

$$G^rDG^a=G^r-G^a,\qquad G^aDG^r=G^r-G^a.$$

In the total current density, replace $\Sigma^>$ by $\Sigma^<+D$. The terms with two factors $\Sigma^<$ cancel, and what remains is

$$\operatorname{tr}(\Sigma^<G^rDG^a)-\operatorname{tr}(DG^r\Sigma^<G^a)
=\operatorname{tr}(\Sigma^<G^rDG^a)-\operatorname{tr}(\Sigma^<G^aDG^r)=0.$$

So leads and vibration together carry no net current at each energy. Summing over energy removes the vibrational part, and the lead currents alone add up to zero.

This is `keldysh_balance` followed by `lead_currents_sum_zero`. In the first, `mul_eq_one_comm` turns the given right inverses into left inverses, `h1` and `h2` are the two expressions for $G^r-G^a$, and `h3` is the cyclic step. In the second, `key` splits the total into leads and vibration, `born_current_conserved` removes the vibrational sum, and `Finset.sum_comm` exchanges the sums over leads and energies.

The theorem `steadyState_witness` shows that these equations have a solution with current flowing. It takes one level, $M=1$, $n=1$, a filled lead with $L^<=i/2$ and an empty lead with $L^>=-i/2$, their other components being zero. Then $G^<=i/2$ and $G^>=-i/2$ at every energy, the vibration contributes $S^<=3i/2$ and $S^>=-3i/2$, and the totals are $\pm 2i$. With $K^r=2i$ and $K^a=-2i$ one has $G^rG^a=1/4$, which reproduces $G^<$ and $G^>$. The first lead has current density $(i/2)(-i/2)=1/4$. In the proof, `match_scalars` reduces the matrix equations to equations between numbers. The one for `jump` follows by `ring`; the others, and the value of the current density, use $i^2=-1$. The inverse propagator here is independent of energy, an idealisation of a real level.

## Losing current without self-consistency

Suppose that the vibrational self-energies are built from the Green functions of the device without vibration, and are not updated afterwards. The following example, computed here by hand and absent from the Lean file, keeps all the other steady-state relations and still violates the balance of the leads.

Take one level, one lead, two energies, $w=1$, $n=0$ and $M=1$. The lead is empty at energy 0, with $L^>(0)=-2i$, and filled at energy 1, with $L^<(1)=2i$; its other components vanish. This inverted filling is not thermal; it and the real parts of $K^r$ below are artificial choices that keep the numbers simple. Without the vibration let $K^r(0)=1+i$ and $K^r(1)=i$, with $K^a$ the complex conjugate. The Keldysh equations then give $G_0^>(0)=-i$ and $G_0^<(1)=2i$, the other two components being zero.

The self-energies built from $G_0$ are $S^<(0)=2i$ and $S^>(1)=-i$, again with the others zero. Keeping the real parts of $K^r$, the relation for $K^a-K^r$ now requires $K^r(0)=1+2i$ and $K^r(1)=3i/2$. Hence $G^<(0)=2i/5$ and $G^>(1)=-4i/9$, and the lead current densities are

$$-L^>(0)G^<(0)=-\tfrac45,\qquad L^<(1)G^>(1)=\tfrac89.$$

Their sum is $4/45$. The only lead delivers a net current into a device that is supposed to be stationary.

## Range of the model

The vibration is a single mode with a fixed occupation; its heating by the current and the renormalisation of its frequency are absent. The leads are given by arbitrary self-energies and need not be thermal. Only the difference $K^a-K^r$ is constrained, so the Hamiltonian and the real energy shifts may be chosen freely. The theorem about the leads assumes a self-consistent solution; it doesn't show that one exists for given leads or that an iteration reaches it.

The cyclic grid connects its highest energies to its lowest. Transitions across this seam are unphysical, though they conserve current too, and they disappear if $G^<$ and $G^>$ vanish within $w$ of the ends.

For simulations of inelastic transport with one mode of fixed occupation on such a grid, the result gives a necessary test: a nonzero sum of the energy-summed lead currents, beyond rounding error, shows that at least one of the steady-state equations is violated. A zero sum doesn't prove self-consistency, since the Green functions of the device without vibration give it too.
